# Torque components as differences of opposite off-diagonal entries of the elastic dipole tensor about the same origin

A finite collection of forces acts at given points in three-dimensional space, and both the total torque and the elastic dipole tensor are taken about the same origin `o`. The tensor's entry in row a, column b is the sum, over the forces, of component a of the position relative to `o` times component b of the force. `torque_eq` states that each torque component is a difference of two opposite off-diagonal entries, the first being the (1, 2) entry minus the (2, 1) entry, with indices counted from 0. The positions, forces and origin are arbitrary real vectors, and the forces need not balance. The attempt checks the three components separately, asking `simp` to unfold the definitions and the cross product and to split sums of differences.

In Lean, a first try:

```lean
import Mathlib

open Matrix

namespace ElasticDipole

noncomputable section

variable {ι : Type*} [Fintype ι]

/-- The total torque about the origin `o` of forces `f i` acting at the points `R i`. -/
def totalTorque (R f : ι → Fin 3 → ℝ) (o : Fin 3 → ℝ) : Fin 3 → ℝ :=
  ∑ i, crossProduct (R i - o) (f i)

/-- The elastic dipole tensor about the origin `o`: the sum of the outer products of
`R i - o` with `f i`. -/
def dipole (R f : ι → Fin 3 → ℝ) (o : Fin 3 → ℝ) : Matrix (Fin 3) (Fin 3) ℝ :=
  Matrix.of fun a b => ∑ i, (R i a - o a) * f i b

/-- The components of the total torque are the antisymmetric differences of the entries of
the dipole tensor about the same origin. -/
theorem torque_eq (R f : ι → Fin 3 → ℝ) (o : Fin 3 → ℝ) :
    totalTorque R f o =
      ![dipole R f o 1 2 - dipole R f o 2 1,
        dipole R f o 2 0 - dipole R f o 0 2,
        dipole R f o 0 1 - dipole R f o 1 0] := by
  ext k
  fin_cases k <;>
    simp [totalTorque, dipole, cross_apply, Finset.sum_apply, Finset.sum_sub_distrib]

end

end ElasticDipole
```

The error:

```
Main.lean:26:48: error: unsolved goals
case «0»
ι : Type u_1
inst✝ : Fintype ι
R f : ι → Fin 3 → ℝ
o : Fin 3 → ℝ
⊢ ∑ x, R x 1 * f x 2 - ∑ x, R x 2 * f x 1 - (∑ x, o 1 * f x 2 - ∑ x, o 2 * f x 1) =
    ∑ i, (R i 1 - o 1) * f i 2 - ∑ i, (R i 2 - o 2) * f i 1

case «1»
ι : Type u_1
inst✝ : Fintype ι
R f : ι → Fin 3 → ℝ
o : Fin 3 → ℝ
⊢ ∑ x, R x 2 * f x 0 - ∑ x, R x 0 * f x 2 - (∑ x, o 2 * f x 0 - ∑ x, o 0 * f x 2) =
    ∑ i, (R i 2 - o 2) * f i 0 - ∑ i, (R i 0 - o 0) * f i 2

case «2»
ι : Type u_1
inst✝ : Fintype ι
R f : ι → Fin 3 → ℝ
o : Fin 3 → ℝ
⊢ ∑ x, R x 0 * f x 1 - ∑ x, R x 1 * f x 0 - (∑ x, o 0 * f x 1 - ∑ x, o 1 * f x 0) =
    ∑ i, (R i 0 - o 0) * f i 1 - ∑ i, (R i 1 - o 1) * f i 0
```

As a diff, the version that Lean accepts:

```diff
@@ -27,5 +27,6 @@
   ext k
   fin_cases k <;>
-    simp [totalTorque, dipole, cross_apply, Finset.sum_apply, Finset.sum_sub_distrib]
+    simp [totalTorque, dipole, cross_apply, Finset.sum_apply, Finset.sum_sub_distrib,
+      sub_mul] <;> ring
 
 end
```

What went wrong. The error reports that `simp` left all three components unproved. In each remaining goal the two sides are equal but written differently. On the left, the terms in `R` are grouped apart from the terms in `o`, which shows that `simp` used the linearity of the cross product to split `R i - o` before writing out components. On the right, products such as `(R i 1 - o 1) * f i 2` are still intact. `Finset.sum_sub_distrib` splits a sum whose terms are differences, but these terms are products, so it did not apply.

Adding `sub_mul` multiplies out those products, after which `Finset.sum_sub_distrib` can split the right side too. Both sides then consist of the same four sums, grouped as (A − B) − (C − D) on the left and (A − C) − (B − D) on the right. The added `ring` proves that these are equal, and `<;>` runs it on each goal that `simp` leaves.
